# A finely layered potential has, in the limit, the transfer matrix of a slab at its mean potential

In a one-dimensional transfer-matrix calculation for a particle of constant mass, a stack of many sufficiently thin repeated layers can be replaced approximately by one uniform slab whose potential is the width-weighted average of the layer potentials. The theorems below justify this replacement as a limit at fixed energy and fixed total width, in which the period shrinks as the number of periods grows.

```lean
import Mathlib

open Filter Topology Matrix
open scoped Matrix.Norms.Operator

namespace TransferMatrixHomogenisation

noncomputable section

/-- The generator of the stationary Schrödinger equation `ψ'' = (U - E) ψ`
acting on the pair `(ψ, ψ')`. -/
def generator (E U : ℝ) : Matrix (Fin 2) (Fin 2) ℝ := !![0, 1; U - E, 0]

/-- The transfer matrix of a uniform layer of potential `U` and width `x` at energy `E`. -/
def transfer (E U x : ℝ) : Matrix (Fin 2) (Fin 2) ℝ :=
  NormedSpace.exp (x • generator E U)

/-- The transfer matrix of a stack of layers `(width, potential)`,
with all widths scaled by `s`. -/
def cell (E : ℝ) (L : List (ℝ × ℝ)) (s : ℝ) : Matrix (Fin 2) (Fin 2) ℝ :=
  (L.map fun l => transfer E l.2 (s * l.1)).prod

/-- The total width of a stack of layers. -/
def width (L : List (ℝ × ℝ)) : ℝ := (L.map fun l => l.1).sum

/-- The average of the potential over a stack, weighted by the layer widths. -/
def meanPotential (L : List (ℝ × ℝ)) : ℝ := (L.map fun l => l.1 * l.2).sum / width L

/-- The transfer matrix propagates a wave function and its slope according to
the Schrödinger equation `ψ'' = (U - E) ψ`. -/
theorem transfer_solves_schrodinger (E U x : ℝ) (v : Fin 2 → ℝ) :
    HasDerivAt (fun y => (transfer E U y *ᵥ v) 0) ((transfer E U x *ᵥ v) 1) x ∧
    HasDerivAt (fun y => (transfer E U y *ᵥ v) 1)
      ((U - E) * (transfer E U x *ᵥ v) 0) x := by
  have h : HasDerivAt (fun y => transfer E U y) (generator E U * transfer E U x) x :=
    hasDerivAt_exp_smul_const' (generator E U) x
  -- reading off a component is a linear map, so it commutes with the derivative
  have key : ∀ i, HasDerivAt (fun y => (transfer E U y *ᵥ v) i)
      (((generator E U * transfer E U x) *ᵥ v) i) x := by
    intro i
    let ev : Matrix (Fin 2) (Fin 2) ℝ →ₗ[ℝ] ℝ :=
      { toFun := fun M => (M *ᵥ v) i
        map_add' := fun M M' => by simp [Matrix.add_mulVec]
        map_smul' := fun c M => by simp [Matrix.smul_mulVec] }
    exact (LinearMap.toContinuousLinearMap ev).hasFDerivAt.comp_hasDerivAt x h
  constructor
  · convert key 0 using 1
    rw [← Matrix.mulVec_mulVec]
    generalize transfer E U x *ᵥ v = w
    simp [generator, Matrix.mulVec, dotProduct, Fin.sum_univ_two]
  · convert key 1 using 1
    rw [← Matrix.mulVec_mulVec]
    generalize transfer E U x *ᵥ v = w
    simp [generator, Matrix.mulVec, dotProduct, Fin.sum_univ_two]

/-- The generators of two layers commute exactly when their potentials agree. -/
theorem generators_commute_iff (E U₁ U₂ : ℝ) :
    generator E U₁ * generator E U₂ = generator E U₂ * generator E U₁ ↔ U₁ = U₂ := by
  constructor
  · intro h
    have h0 := congrFun (congrFun h 0) 0
    simp [generator, Matrix.mul_apply, Fin.sum_univ_two] at h0
    linarith
  · rintro rfl
    rfl

section Powers

variable {𝔸 : Type*} [NormedRing 𝔸]

/-- Repeating a step `1 + Q` with `‖Q‖ ≤ r` amplifies by at most `(1 + r) ^ n`,
up to the norm of the identity. -/
theorem norm_one_add_pow_le {Q : 𝔸} {r : ℝ} (hQ : ‖Q‖ ≤ r) (n : ℕ) :
    ‖(1 + Q) ^ n‖ ≤ ‖(1 : 𝔸)‖ * (1 + r) ^ n := by
  have hr : 0 ≤ r := (norm_nonneg _).trans hQ
  induction n with
  | zero => simp
  | succ n ih =>
    calc ‖(1 + Q) ^ (n + 1)‖ = ‖(1 + Q) ^ n + (1 + Q) ^ n * Q‖ := by
          rw [pow_succ, mul_add, mul_one]
      _ ≤ ‖(1 + Q) ^ n‖ + ‖(1 + Q) ^ n‖ * ‖Q‖ :=
          (norm_add_le _ _).trans (add_le_add le_rfl (norm_mul_le _ _))
      _ ≤ ‖(1 : 𝔸)‖ * (1 + r) ^ n + ‖(1 : 𝔸)‖ * (1 + r) ^ n * r := by gcongr
      _ = ‖(1 : 𝔸)‖ * (1 + r) ^ (n + 1) := by ring

/-- The errors of `n` repeated steps add up at most linearly in `n`,
apart from the amplification `(1 + r) ^ n`. -/
theorem norm_pow_sub_pow_le {P Q : 𝔸} {r : ℝ} (hP : ‖P‖ ≤ r) (hQ : ‖Q‖ ≤ r) (n : ℕ) :
    ‖(1 + P) ^ n - (1 + Q) ^ n‖ ≤ ‖(1 : 𝔸)‖ * (n * ‖P - Q‖) * (1 + r) ^ n := by
  have hr : 0 ≤ r := (norm_nonneg _).trans hP
  induction n with
  | zero => simp
  | succ n ih =>
    have hY := norm_one_add_pow_le hQ n
    have split : (1 + P) ^ (n + 1) - (1 + Q) ^ (n + 1) =
        ((1 + P) ^ n - (1 + Q) ^ n) + ((1 + P) ^ n - (1 + Q) ^ n) * P
          + (1 + Q) ^ n * (P - Q) := by
      rw [pow_succ, pow_succ]
      generalize (1 + P) ^ n = X
      generalize (1 + Q) ^ n = Y
      noncomm_ring
    have hpos : 0 ≤ ‖(1 : 𝔸)‖ * (1 + r) ^ n * ‖P - Q‖ * r := by positivity
    rw [split]
    calc _ ≤ ‖(1 + P) ^ n - (1 + Q) ^ n‖ + ‖(1 + P) ^ n - (1 + Q) ^ n‖ * ‖P‖
          + ‖(1 + Q) ^ n‖ * ‖P - Q‖ :=
          (norm_add_le _ _).trans (add_le_add ((norm_add_le _ _).trans
            (add_le_add le_rfl (norm_mul_le _ _))) (norm_mul_le _ _))
      _ ≤ ‖(1 : 𝔸)‖ * (n * ‖P - Q‖) * (1 + r) ^ n
          + ‖(1 : 𝔸)‖ * (n * ‖P - Q‖) * (1 + r) ^ n * r
          + ‖(1 : 𝔸)‖ * (1 + r) ^ n * ‖P - Q‖ := by gcongr
      _ ≤ _ := by
          push_cast
          rw [pow_succ]
          nlinarith [hpos]

/-- Two one-step propagators that start at the identity with the same derivative
agree in the limit of `n` steps of size `1 / n`. -/
theorem tendsto_pow_sub_pow [NormedAlgebra ℝ 𝔸] {F G : ℝ → 𝔸} {A : 𝔸}
    (hF : HasDerivAt F A 0) (hG : HasDerivAt G A 0) (F0 : F 0 = 1) (G0 : G 0 = 1) :
    Tendsto (fun n : ℕ => F (n : ℝ)⁻¹ ^ n - G (n : ℝ)⁻¹ ^ n) atTop (𝓝 0) := by
  have hinv : Tendsto (fun n : ℕ => (n : ℝ)⁻¹) atTop (𝓝[≠] 0) := by
    refine tendsto_nhdsWithin_iff.mpr
      ⟨tendsto_inv_atTop_zero.comp tendsto_natCast_atTop_atTop, ?_⟩
    filter_upwards [eventually_gt_atTop 0] with n hn
    simpa using hn.ne'
  have hp : Tendsto (fun n : ℕ => (n : ℝ) • (F (n : ℝ)⁻¹ - 1)) atTop (𝓝 A) := by
    simpa [Function.comp_def, F0] using hF.tendsto_slope_zero.comp hinv
  have hq : Tendsto (fun n : ℕ => (n : ℝ) • (G (n : ℝ)⁻¹ - 1)) atTop (𝓝 A) := by
    simpa [Function.comp_def, G0] using hG.tendsto_slope_zero.comp hinv
  have hlim := (((hp.sub hq).norm).const_mul ‖(1 : 𝔸)‖).mul_const (Real.exp (‖A‖ + 1))
  rw [sub_self, norm_zero, mul_zero, zero_mul] at hlim
  refine squeeze_zero_norm' ?_ hlim
  filter_upwards [eventually_gt_atTop 0, hp.norm.eventually_le_const (lt_add_one _),
    hq.norm.eventually_le_const (lt_add_one _)] with n hn h1 h2
  have hn' : (0 : ℝ) < n := by exact_mod_cast hn
  rw [norm_smul, Real.norm_natCast, mul_comm, ← le_div_iff₀ hn'] at h1 h2
  have hb := norm_pow_sub_pow_le h1 h2 n
  simp only [add_sub_cancel] at hb
  -- the amplification stays bounded as the number of steps grows
  have he : (1 + (‖A‖ + 1) / n) ^ n ≤ Real.exp (‖A‖ + 1) := by
    calc (1 + (‖A‖ + 1) / n) ^ n ≤ Real.exp ((‖A‖ + 1) / n) ^ n := by
          refine pow_le_pow_left₀ (by positivity) ?_ n
          linarith [Real.add_one_le_exp ((‖A‖ + 1) / (n : ℝ))]
      _ = Real.exp (‖A‖ + 1) := by
          rw [← Real.exp_nat_mul, mul_div_cancel₀ _ hn'.ne']
  rw [← smul_sub, norm_smul, Real.norm_natCast]
  exact hb.trans (mul_le_mul_of_nonneg_left he (by positivity))

end Powers

/-- To first order in its scale, a stack of layers acts as a uniform layer
with the same total width and the mean potential. -/
theorem hasDerivAt_cell (E : ℝ) (L : List (ℝ × ℝ)) (hL : width L ≠ 0) :
    HasDerivAt (cell E L) (width L • generator E (meanPotential L)) 0 := by
  have layer : ∀ d U : ℝ,
      HasDerivAt (fun s => transfer E U (s * d)) (d • generator E U) 0 := by
    intro d U
    have h := hasDerivAt_exp_smul_const (d • generator E U) (0 : ℝ)
    simp only [zero_smul, NormedSpace.exp_zero, one_mul] at h
    simp only [transfer, mul_smul]
    exact h
  have stack : ∀ M : List (ℝ × ℝ), HasDerivAt (cell E M)
      !![0, width M; (M.map fun l => l.1 * l.2).sum - width M * E, 0] 0 := by
    intro M
    induction M with
    | nil =>
      have e : cell E [] = fun _ => (1 : Matrix (Fin 2) (Fin 2) ℝ) := by
        funext s
        simp [cell]
      rw [e]
      refine (hasDerivAt_const (0 : ℝ) (1 : Matrix (Fin 2) (Fin 2) ℝ)).congr_deriv ?_
      ext i j
      fin_cases i <;> fin_cases j <;> simp [width]
    | cons l M ih =>
      have h := (layer l.1 l.2).fun_mul ih
      have e : cell E (l :: M) = fun s => transfer E l.2 (s * l.1) * cell E M s := by
        funext s
        simp [cell]
      rw [e]
      refine h.congr_deriv ?_
      have c0 : cell E M 0 = 1 := by simp [cell, transfer]
      have t0 : transfer E l.2 (0 * l.1) = 1 := by simp [transfer]
      rw [c0, t0, mul_one, one_mul]
      ext i j
      fin_cases i <;> fin_cases j <;> simp [width, generator]
      ring
  refine (stack L).congr_deriv ?_
  -- the generator is affine in the potential, so the layers average
  ext i j
  fin_cases i <;> fin_cases j <;> simp [generator, meanPotential]
  field_simp

/-- Homogenisation: `N` periods of a layered structure, each shrunk by the factor `N`,
have in the limit the transfer matrix of a uniform slab at the mean potential. -/
theorem homogenisation (E : ℝ) (L : List (ℝ × ℝ)) (hL : width L ≠ 0) :
    Tendsto (fun N : ℕ => cell E L (N : ℝ)⁻¹ ^ N) atTop
      (𝓝 (transfer E (meanPotential L) (width L))) := by
  have hG : HasDerivAt (fun s : ℝ => transfer E (meanPotential L) (s * width L))
      (width L • generator E (meanPotential L)) 0 := by
    have h := hasDerivAt_exp_smul_const (width L • generator E (meanPotential L)) (0 : ℝ)
    simp only [zero_smul, NormedSpace.exp_zero, one_mul] at h
    simp only [transfer, mul_smul]
    exact h
  have h := (tendsto_pow_sub_pow (hasDerivAt_cell E L hL) hG (by simp [cell, transfer])
    (by simp [transfer])).add_const (transfer E (meanPotential L) (width L))
  rw [zero_add] at h
  refine h.congr' ?_
  filter_upwards [eventually_gt_atTop 0] with n hn
  have hn' : (n : ℝ) ≠ 0 := by exact_mod_cast hn.ne'
  -- cutting a uniform slab into `n` equal pieces changes nothing
  have cut : transfer E (meanPotential L) ((n : ℝ)⁻¹ * width L) ^ n
      = transfer E (meanPotential L) (width L) := by
    have e : n • (((n : ℝ)⁻¹ * width L) • generator E (meanPotential L))
        = width L • generator E (meanPotential L) := by
      rw [← Nat.cast_smul_eq_nsmul ℝ, smul_smul, mul_inv_cancel_left₀ hn']
    unfold transfer
    rw [← Matrix.exp_nsmul, e]
  rw [cut, sub_add_cancel]

/-- For two alternating layers of widths `a / N` and `b / N`, the transfer matrix of `N`
periods tends to that of a slab of width `a + b` at the weighted mean potential. -/
theorem homogenisation_two_layers (E U₁ U₂ : ℝ) {a b : ℝ} (ha : 0 < a) (hb : 0 < b) :
    Tendsto (fun N : ℕ => (transfer E U₁ (a / N) * transfer E U₂ (b / N)) ^ N) atTop
      (𝓝 (transfer E ((a * U₁ + b * U₂) / (a + b)) (a + b))) := by
  have hab : a + b ≠ 0 := by positivity
  have h := homogenisation E [(a, U₁), (b, U₂)] (by simpa [width] using hab)
  simpa [cell, width, meanPotential, div_eq_inv_mul] using h

end

end TransferMatrixHomogenisation
```

```lean
#print axioms TransferMatrixHomogenisation.transfer_solves_schrodinger
#print axioms TransferMatrixHomogenisation.generators_commute_iff
#print axioms TransferMatrixHomogenisation.homogenisation_two_layers
```

```
'TransferMatrixHomogenisation.transfer_solves_schrodinger' depends on axioms: [propext, Classical.choice, Quot.sound]
'TransferMatrixHomogenisation.generators_commute_iff' depends on axioms: [propext, Classical.choice, Quot.sound]
'TransferMatrixHomogenisation.homogenisation_two_layers' depends on axioms: [propext, Classical.choice, Quot.sound]
```

## Layers, periods and the limit

Take one particle at real energy $E$ in a piecewise constant potential, with units chosen so that $\hbar^2/2m=1$. In a layer of potential $U$ the stationary Schrödinger equation is $\psi''=(U-E)\psi$, or

$$
\frac{d}{dx}\begin{pmatrix}\psi\\ \psi'\end{pmatrix}
=K(U)\begin{pmatrix}\psi\\ \psi'\end{pmatrix},\qquad
K(U)=\begin{pmatrix}0&1\\ U-E&0\end{pmatrix}.
$$

The matrix $K(U)$ is `generator E U`, and `transfer E U x` is $T_U(x)=e^{xK(U)}$, which carries $(\psi,\psi')$ across a width $x$. At $x=0$ this matrix is the identity, and the theorem `transfer_solves_schrodinger` shows that the propagated vector obeys the equation: for any starting vector `v`, component 0 of the propagated vector has component 1 as its derivative, and component 1 has derivative $(U-E)$ times component 0. No sign of $U-E$ is assumed, so propagating and evanescent layers are both included.

A period is a list `L` of pairs $(d_i,U_i)$, $i=1,\dots,k$, each a width and a potential. Its total width and mean potential are

$$
W=\sum_i d_i,\qquad \bar U=\frac1W\sum_i d_iU_i,
$$

written `width L` and `meanPotential L`. With all widths scaled by $s$, the period has the transfer matrix

$$
C(s)=T_{U_1}(sd_1)\,T_{U_2}(sd_2)\cdots T_{U_k}(sd_k),
$$

which is `cell E L s`. Since the matrices act on column vectors, the last layer in the list is crossed first. Multiplying the layer matrices directly expresses the continuity of $\psi$ and $\psi'$ at each interface, which is the matching condition for a constant mass.

The theorem `homogenisation` states that, if $W\neq0$,

$$
C(1/N)^N\longrightarrow T_{\bar U}(W)\qquad(N\to\infty).
$$

Convergence is in a matrix norm, and for $2\times2$ matrices this means convergence of every entry. The condition $W\ne0$ is what gives the mean potential a meaning; it holds for any nonempty stack of layers with positive widths. The corollary `homogenisation_two_layers` takes two layers of widths $a,b>0$ and gives the limit $T_{\bar U}(a+b)$ with $\bar U=(aU_1+bU_2)/(a+b)$.

The limit gives no rate of convergence and no uniformity in $E$. It also differs from adding more periods of fixed size, where the total length grows and band structure appears. For a single particle of constant mass in one dimension, the result supports treating a short-period superlattice as an effective medium. At a fixed period this can fail at higher energies, where Bragg reflection opens gaps that a uniform slab does not have.

## Why the potentials average

The product of two generators is

$$
K(U_1)K(U_2)=\begin{pmatrix}U_2-E&0\\0&U_1-E\end{pmatrix},
$$

so they commute exactly when $U_1=U_2$, as `generators_commute_iff` states. For different potentials, the rule for adding commuting exponents is therefore unavailable. The averaging comes from the first order in the layer widths.

At $s=0$ every layer matrix is the identity, and

$$
\left.\frac{d}{ds}T_{U_i}(sd_i)\right|_{s=0}=d_iK(U_i).
$$

In the product rule for $C(s)$, each term differentiates one factor and sets the others to the identity. Hence $C(0)=1$ and

$$
C'(0)=\sum_i d_iK(U_i)
=\begin{pmatrix}0&W\\ \sum_i d_iU_i-WE&0\end{pmatrix}
=W\,K(\bar U).
$$

The uniform slab $G(s)=T_{\bar U}(sW)$ also has $G(0)=1$ and $G'(0)=WK(\bar U)$. Cutting it into $N$ equal pieces changes nothing, because the pieces have the same generator:

$$
G(1/N)^N=\left(e^{WK(\bar U)/N}\right)^N=e^{WK(\bar U)}=T_{\bar U}(W).
$$

It remains to show that $C(1/N)^N-G(1/N)^N\to0$.

## Errors over $N$ periods

Write $C(1/N)=1+P$, $G(1/N)=1+Q$ and $A=WK(\bar U)$. The common derivative at zero gives $NP\to A$ and $NQ\to A$. For large $N$, therefore, both $\|P\|$ and $\|Q\|$ are at most $r=(\|A\|+1)/N$.

The matrix norm used here has $\|1\|=1$. From $(1+Q)^{n+1}=(1+Q)^n+(1+Q)^nQ$, induction gives

$$
\|(1+Q)^n\|\le(1+r)^n.
$$

Let $D_n=(1+P)^n-(1+Q)^n$. Then

$$
D_{n+1}=D_n(1+P)+(1+Q)^n(P-Q).
$$

If $\|D_n\|\le n\|P-Q\|(1+r)^n$, which is true for $n=0$, it follows that

$$
\begin{aligned}
\|D_{n+1}\|&\le n\|P-Q\|(1+r)^{n+1}+(1+r)^n\|P-Q\|\\
&\le(n+1)\|P-Q\|(1+r)^{n+1}.
\end{aligned}
$$

The bound thus holds for all $n$. At $n=N$, using $1+r\le e^r$,

$$
\|D_N\|\le N\|P-Q\|\,(1+r)^N\le\|NP-NQ\|\,e^{\|A\|+1}\longrightarrow0.
$$

Each period contributes an error that is small compared with $1/N$, and the amplification over all periods stays bounded.

## The argument in Lean

The two inductions are `norm_one_add_pow_le` and `norm_pow_sub_pow_le`. They are stated in an arbitrary normed ring, where the identity may have norm other than one, so a factor `‖(1 : 𝔸)‖` appears in the bounds. In the second lemma, `noncomm_ring` checks the identity for $D_{n+1}$ without exchanging factors.

The lemma `tendsto_pow_sub_pow` turns these bounds into a limit for any two curves `F` and `G` that start at the identity with the same derivative. Its facts `hp` and `hq` are the limits of $NP$ and $NQ$, `he` bounds the amplification by the exponential, and `squeeze_zero_norm'` concludes that the difference vanishes.

The derivative of the period is computed in `hasDerivAt_cell`. The step `layer` differentiates one layer, and `stack` runs through the list by induction, applying the product rule each time a layer is added. It keeps the result as an explicit matrix containing $W$ and $\sum_i d_iU_i$, so the division by $W$ enters only at the end, where `field_simp` identifies the matrix with $WK(\bar U)$.

In `homogenisation`, `hG` is the derivative of the uniform slab and `cut` is its exact subdivision. Adding the slab's transfer matrix to the vanishing difference gives the limit. The two-layer theorem applies this to the list `[(a, U₁), (b, U₂)]`.

## Product formulas and a varying mass

The two-layer limit is the Lie–Trotter product formula for a particular family of $2\times2$ matrices. The operator splitting used in quantum time evolution has the same form, but unbounded Hamiltonians require arguments beyond the norm bounds used here.

A semiconductor heterostructure could be modelled with a different effective mass $m_i$ in each layer. In units with $\hbar^2/2=1$, the continuous pair would then be $(\psi,\psi'/m_i)$ and the generator

$$
\begin{pmatrix}0&m_i\\ U_i-E&0\end{pmatrix}.
$$

The same first-order argument would average the masses as well as the potentials, each weighted by layer width.
